# Pair occupations from mean occupations for noninteracting fermions at fixed particle number, for levels of different weight

A level is here one single-particle energy eigenstate, spin included. Each many-fermion state of the occupation basis is represented by the set $S$ of its filled levels, and no creation or annihilation operators appear. This suffices for occupation numbers: without interactions, the canonical density matrix and the operators $n_i$ are all diagonal in the occupation basis, so a trace over $N$-particle states becomes a sum over $N$-element subsets. The Pauli principle is built in, because a set contains a level at most once.

Let there be $M$ levels with positive weights $x_1,\dots,x_M$, and $N\le M$ particles. The probability of a configuration and the partition function are

$$P(S)=\frac{1}{Z_N}\prod_{a\in S}x_a,\qquad Z_N=\sum_{|S|=N}\ \prod_{a\in S}x_a .$$

With $n_i(S)=1$ if $i\in S$ and $0$ otherwise, and $\langle\cdot\rangle$ the average over $P$, the result for $x_i\neq x_j$ is

$$\langle n_in_j\rangle=\frac{x_i\langle n_j\rangle-x_j\langle n_i\rangle}{x_i-x_j}.$$

In the grand canonical ensemble, Wick's theorem gives $\langle n_in_j\rangle=\langle n_i\rangle\langle n_j\rangle$ for distinct levels. Fixing $N$ correlates the levels, and this factorisation fails in general. For $N=1$ the pair occupation is zero, although both means are positive.

In Lean the levels form a finite type `ι`, so $M$ is `Fintype.card ι`.

```lean
import Mathlib

namespace CanonicalFermiRecursion

noncomputable section

variable {ι : Type*} [Fintype ι] [DecidableEq ι]
```

`partitionFunction x N` is $Z_N$, with `Finset.powersetCard N Finset.univ` as the set of configurations.

```lean
/-- The canonical partition function: the sum of weight products over all `N`-level subsets. -/
def partitionFunction (x : ι → ℝ) (N : ℕ) : ℝ :=
  ∑ S ∈ Finset.powersetCard N Finset.univ, ∏ a ∈ S, x a
```

`prob` is $P(S)$, `avg` is $\langle f\rangle$ and `occ i` is $n_i$.

```lean
/-- The probability of the `N`-particle configuration in which exactly the levels in `S` are filled
(meant for sets `S` with `N` elements). -/
def prob (x : ι → ℝ) (N : ℕ) (S : Finset ι) : ℝ :=
  (∏ a ∈ S, x a) / partitionFunction x N

/-- The canonical average of an observable `f` over all `N`-particle configurations. -/
def avg (x : ι → ℝ) (N : ℕ) (f : Finset ι → ℝ) : ℝ :=
  ∑ S ∈ Finset.powersetCard N Finset.univ, prob x N S * f S

/-- The occupation number of level `i`: one if it is filled, zero if it is empty. -/
def occ (i : ι) (S : Finset ι) : ℝ := if i ∈ S then 1 else 0
```

For a set $A$ of levels, `joint x N A` is $\langle\prod_{a\in A}n_a\rangle$. The thermal weight of level $k$ with energy $\varepsilon_k$ is $x_k=e^{-\beta\varepsilon_k}$.

```lean
/-- The joint occupation of the levels in `A`: the average of the product of their occupations. -/
def joint (x : ι → ℝ) (N : ℕ) (A : Finset ι) : ℝ :=
  avg x N (fun S => ∏ a ∈ A, occ a S)

/-- The Boltzmann weight of a level with energy `ε k` at inverse temperature `β`. -/
def boltzmann (β : ℝ) (ε : ι → ℝ) (k : ι) : ℝ := Real.exp (-(β * ε k))
```

## Positive weights and no more particles than levels

Positivity (`hx`) holds for every Boltzmann factor, and $N\le M$ (`hN`) says that the particles fit into the levels. By hand, the two are needed only to see that $Z_N$ is a nonempty sum of positive terms. Then $Z_N>0$, and

$$\sum_{|S|=N}P(S)=\frac{Z_N}{Z_N}=1.$$

The proof follows the same route: `hZ` establishes positivity, and `Finset.sum_div` takes the common denominator out of the sum.

```lean
omit [DecidableEq ι] in
/-- For positive weights and at most as many particles as levels, the probabilities sum to one. -/
theorem prob_sum_eq_one (x : ι → ℝ) (N : ℕ) (hx : ∀ k, 0 < x k) (hN : N ≤ Fintype.card ι) :
    ∑ S ∈ Finset.powersetCard N Finset.univ, prob x N S = 1 := by
  have hZ : 0 < partitionFunction x N :=
    Finset.sum_pos (fun S _ => Finset.prod_pos (fun a _ => hx a))
      (Finset.powersetCard_nonempty.2 (by simpa using hN))
  unfold prob
  rw [← Finset.sum_div]
  exact div_self hZ.ne'
```

If $N>M$ there are no configurations and hence no ensemble. If signs are allowed, $Z_N$ can vanish, as for two levels with weights $1$ and $-1$ at $N=1$. The recursions below assume neither condition; where $Z_N=0$, Lean's division by zero sets every probability to zero and they reduce to $0=0$. The condition $N\ge1$ is not needed either, since at $N=0$ all the occupations vanish.

## An observable that cannot tell the two levels apart

The central step moves one particle. Take $S$ with $j$ filled and $i$ empty, and let $S'$ be the configuration with that particle moved to $i$. All other factors of the weight are unchanged, so

$$x_i\,P(S)=x_j\,P(S').$$

The map $S\mapsto S'$ pairs the configurations that have only $j$ filled with those that have only $i$ filled. If an observable $f$ satisfies $f(S')=f(S)$, summation gives

$$x_i\langle n_j(1-n_i)f\rangle=x_j\langle n_i(1-n_j)f\rangle .$$

The hypothesis `hf` states this symmetry, with the move written as the image of $S$ under `Equiv.swap i j`. Without it the balance can fail: for $f=n_i$ the left side is zero, while the right side is positive whenever $i\ne j$, the weights are positive and $1\le N<M$.

```lean
/-- Exchange balance: for an observable `f` unchanged by swapping levels `i` and `j`, the average of
`f` times the indicator of "`j` filled and `i` empty", multiplied by `x_i`, equals the average with
the roles of `i` and `j` reversed in the indicator, multiplied by `x_j`. -/
theorem exchange_balance (x : ι → ℝ) (N : ℕ) (i j : ι) (f : Finset ι → ℝ)
    (hf : ∀ S, f (S.map (Equiv.swap i j).toEmbedding) = f S) :
    x i * avg x N (fun S => occ j S * (1 - occ i S) * f S)
      = x j * avg x N (fun S => occ i S * (1 - occ j S) * f S) := by
  have hmem : ∀ (S : Finset ι) (a : ι),
      a ∈ S.map (Equiv.swap i j).toEmbedding ↔ Equiv.swap i j a ∈ S := by
    intro S a
    rw [Finset.mem_map_equiv, Equiv.symm_swap]
  have hinv : ∀ a, Equiv.swap i j (Equiv.swap i j a) = a := by
    intro a
    have h := (Equiv.swap i j).symm_apply_apply a
    rwa [Equiv.symm_swap] at h
  have hcard : ∀ S ∈ Finset.powersetCard N (Finset.univ : Finset ι),
      S.map (Equiv.swap i j).toEmbedding ∈ Finset.powersetCard N Finset.univ := fun S hS =>
    Finset.mem_powersetCard.2 ⟨Finset.subset_univ _,
      (Finset.card_map _).trans (Finset.mem_powersetCard.1 hS).2⟩
  have hback : ∀ S : Finset ι, (S.map (Equiv.swap i j).toEmbedding).map
      (Equiv.swap i j).toEmbedding = S := by
    intro S
    ext a
    rw [hmem, hmem, hinv]
  unfold avg
  rw [Finset.mul_sum, Finset.mul_sum]
  -- the swap of the two levels is a bijection of the configurations
  refine Finset.sum_nbij' (fun S => S.map (Equiv.swap i j).toEmbedding)
    (fun S => S.map (Equiv.swap i j).toEmbedding) hcard hcard
    (fun S _ => hback S) (fun S _ => hback S) ?_
  intro S _
  have h1 : occ i (S.map (Equiv.swap i j).toEmbedding) = occ j S := by
    unfold occ
    exact if_congr (by rw [hmem, Equiv.swap_apply_left]) rfl rfl
  have h2 : occ j (S.map (Equiv.swap i j).toEmbedding) = occ i S := by
    unfold occ
    exact if_congr (by rw [hmem, Equiv.swap_apply_right]) rfl rfl
  beta_reduce
  rw [h1, h2, hf]
  by_cases hj : j ∈ S
  · by_cases hi : i ∈ S
    · simp [occ, hi]
    · -- moving the particle from `j` to `i` replaces `x_j` by `x_i` in the weight
      have e1 := Finset.mul_prod_erase S x hj
      have e2 := Finset.mul_prod_erase S (fun a => x (Equiv.swap i j a)) hj
      have e3 : ∏ a ∈ S.erase j, x (Equiv.swap i j a) = ∏ a ∈ S.erase j, x a := by
        refine Finset.prod_congr rfl (fun a ha => ?_)
        have hai : a ≠ i := fun h => hi (h ▸ Finset.mem_of_mem_erase ha)
        rw [Equiv.swap_apply_of_ne_of_ne hai (Finset.ne_of_mem_erase ha)]
      have e4 : ∏ a ∈ S.map (Equiv.swap i j).toEmbedding, x a
          = ∏ a ∈ S, x (Equiv.swap i j a) := Finset.prod_map _ _ _
      simp only [Equiv.swap_apply_right] at e2
      have key : x i * ∏ a ∈ S, x a
          = x j * ∏ a ∈ S.map (Equiv.swap i j).toEmbedding, x a := by
        rw [e4, ← e2, e3, ← e1]
        ring
      unfold prob
      linear_combination (occ j S * (1 - occ i S) * f S / partitionFunction x N) * key
  · simp [occ, hj]
```

The swap is its own inverse (`hback`) and preserves the particle number (`hcard`), so `Finset.sum_nbij'` can match the two sums term by term. If $j$ is empty, or both levels are filled, both matched terms vanish. In the remaining case `e1` and `e2` split off the factor of the moving particle, `e3` shows that the other factors agree, and `key` is the weight relation above before division by $Z_N$.

## Two distinct levels outside the spectator set

Let $B$ be a set of further levels required to be filled, and put $f=\prod_{a\in B}n_a$. If $i,j\notin B$, the exchange leaves $f$ unchanged. Write $J(A)=\langle\prod_{a\in A}n_a\rangle$. For $i\neq j$, expanding the balance gives

$$x_i\big[J(B\cup\{j\})-J(B\cup\{i,j\})\big]=x_j\big[J(B\cup\{i\})-J(B\cup\{i,j\})\big],$$

and collecting terms gives

$$(x_i-x_j)J(B\cup\{i,j\})=x_iJ(B\cup\{j\})-x_jJ(B\cup\{i\}).$$

In the proof, `hi` and `hj` supply the symmetry of $f$. Together with `hij` they also allow each product over an enlarged set to be split into its factors. The identities `l1` and `l2` are the two brackets, and the last line collects terms.

```lean
/-- Recursion for joint occupations: `x_i - x_j` times the joint occupation of `i`, `j` and the
levels in `B` equals `x_i` times that of `j` and `B` minus `x_j` times that of `i` and `B`. -/
theorem joint_recursion (x : ι → ℝ) (N : ℕ) {i j : ι} {B : Finset ι} (hij : i ≠ j)
    (hi : i ∉ B) (hj : j ∉ B) :
    (x i - x j) * joint x N (insert i (insert j B))
      = x i * joint x N (insert j B) - x j * joint x N (insert i B) := by
  have hb := exchange_balance x N i j (fun S => ∏ a ∈ B, occ a S) (by
    intro S
    refine Finset.prod_congr rfl (fun a ha => ?_)
    have hai : a ≠ i := fun h => hi (h ▸ ha)
    have haj : a ≠ j := fun h => hj (h ▸ ha)
    unfold occ
    exact if_congr (by rw [Finset.mem_map_equiv, Equiv.symm_swap,
      Equiv.swap_apply_of_ne_of_ne hai haj]) rfl rfl)
  have hiB : i ∉ insert j B := by simp [hij, hi]
  -- split "filled and empty" into a difference of joint occupations
  have l1 : avg x N (fun S => occ j S * (1 - occ i S) * ∏ a ∈ B, occ a S)
      = joint x N (insert j B) - joint x N (insert i (insert j B)) := by
    unfold joint avg
    rw [← Finset.sum_sub_distrib]
    refine Finset.sum_congr rfl (fun S _ => ?_)
    beta_reduce
    rw [Finset.prod_insert hiB, Finset.prod_insert hj]
    ring
  have l2 : avg x N (fun S => occ i S * (1 - occ j S) * ∏ a ∈ B, occ a S)
      = joint x N (insert i B) - joint x N (insert i (insert j B)) := by
    unfold joint avg
    rw [← Finset.sum_sub_distrib]
    refine Finset.sum_congr rfl (fun S _ => ?_)
    beta_reduce
    rw [Finset.prod_insert hiB, Finset.prod_insert hj, Finset.prod_insert hi]
    ring
  rw [l1, l2] at hb
  linear_combination -hb
```

If $i=j$, the recursion is still true but reads $0=0$. If $i$ already belongs to $B$, it fails in general: for $B=\{i\}$ and $x_j>0$ it would require $\langle n_in_j\rangle=\langle n_i\rangle$, which is false for positive weights at $N=1$.

With $B=\varnothing$ there are no spectators, and only `hij` remains:

$$(x_i-x_j)\langle n_in_j\rangle=x_i\langle n_j\rangle-x_j\langle n_i\rangle .$$

```lean
/-- The pair recursion without division, for any two different levels. -/
theorem pair_recursion (x : ι → ℝ) (N : ℕ) {i j : ι} (hij : i ≠ j) :
    (x i - x j) * avg x N (fun S => occ i S * occ j S)
      = x i * avg x N (occ j) - x j * avg x N (occ i) := by
  have h := joint_recursion x N (B := ∅) hij (by simp) (by simp)
  have hs : ∀ k, joint x N (insert k ∅) = avg x N (occ k) := by
    intro k
    unfold joint
    congr 1
    funext S
    simp
  have hp : joint x N (insert i (insert j ∅)) = avg x N (fun S => occ i S * occ j S) := by
    unfold joint
    congr 1
    funext S
    rw [Finset.prod_insert (by simp [hij]), Finset.prod_insert (by simp),
      Finset.prod_empty, mul_one]
  rwa [hp, hs, hs] at h
```

## Different weights

The hypothesis `hne` says that the two levels have different weights. It allows the division by $x_i-x_j$, and it also yields $i\neq j$, since a level cannot have a weight different from its own.

```lean
/-- In the canonical Fermi ensemble the probabilities sum to one, and the pair occupation of two
levels with different weights is given by their weights and mean occupations. -/
theorem canonical_pair_occupation (x : ι → ℝ) (N : ℕ) (hx : ∀ k, 0 < x k)
    (hN : N ≤ Fintype.card ι) {i j : ι} (hne : x i ≠ x j) :
    ∑ S ∈ Finset.powersetCard N Finset.univ, prob x N S = 1 ∧
    avg x N (fun S => occ i S * occ j S)
      = (x i * avg x N (occ j) - x j * avg x N (occ i)) / (x i - x j) := by
  refine ⟨prob_sum_eq_one x N hx hN, ?_⟩
  have hij : i ≠ j := fun h => hne (congrArg x h)
  rw [eq_div_iff (sub_ne_zero.2 hne), mul_comm]
  exact pair_recursion x N hij
```

Without it the recursion does not determine the pair occupation. For equal positive weights it says only that $\langle n_i\rangle=\langle n_j\rangle$, and $\langle n_in_j\rangle$ has to be computed in another way.

The theorem joins the pair formula to the normalisation statement, which is where `hx` and `hN` enter. It takes the mean occupations as given and does not compute them.

## Different energies at finite temperature

For thermal weights, $x_i\ne x_j$ becomes two conditions: $\varepsilon_i\neq\varepsilon_j$ (`hne`) and $\beta\neq0$ (`hβ`). At $\beta=0$, infinite temperature, all weights equal one and the division fails again. Positivity is automatic, and the sign of $\beta$ is free.

Multiplying numerator and denominator of the pair formula by $e^{\beta(\varepsilon_i+\varepsilon_j)}$ gives

$$\langle n_in_j\rangle=\frac{e^{\beta\varepsilon_j}\langle n_j\rangle-e^{\beta\varepsilon_i}\langle n_i\rangle}{e^{\beta\varepsilon_j}-e^{\beta\varepsilon_i}} .$$

In the proof, `hd` derives the nonzero denominator from the two conditions, and `hu` states $e^{\beta\varepsilon_k}x_k=1$. The final `linear_combination` carries out the multiplication.

```lean
/-- The pair occupation at nonzero inverse temperature `β` for two levels of different energy,
written with the inverse Boltzmann factors; the probabilities sum to one. -/
theorem thermal_pair_occupation (β : ℝ) (ε : ι → ℝ) (N : ℕ) (hβ : β ≠ 0)
    (hN : N ≤ Fintype.card ι) {i j : ι} (hne : ε i ≠ ε j) :
    ∑ S ∈ Finset.powersetCard N Finset.univ, prob (boltzmann β ε) N S = 1 ∧
    avg (boltzmann β ε) N (fun S => occ i S * occ j S)
      = (Real.exp (β * ε j) * avg (boltzmann β ε) N (occ j)
          - Real.exp (β * ε i) * avg (boltzmann β ε) N (occ i))
        / (Real.exp (β * ε j) - Real.exp (β * ε i)) := by
  refine ⟨prob_sum_eq_one _ N (fun k => Real.exp_pos _) hN, ?_⟩
  have hij : i ≠ j := fun h => hne (congrArg ε h)
  have hd : Real.exp (β * ε j) - Real.exp (β * ε i) ≠ 0 := fun h =>
    hne (mul_left_cancel₀ hβ (Real.exp_injective (sub_eq_zero.1 h))).symm
  have hu : ∀ k, Real.exp (β * ε k) * boltzmann β ε k = 1 := by
    intro k
    unfold boltzmann
    rw [← Real.exp_add, add_neg_cancel, Real.exp_zero]
  have h := pair_recursion (boltzmann β ε) N hij
  rw [eq_div_iff hd]
  -- multiply the recursion by both inverse Boltzmann factors
  linear_combination Real.exp (β * ε i) * Real.exp (β * ε j) * h
    + Real.exp (β * ε j) * (avg (boltzmann β ε) N (occ j)
        - avg (boltzmann β ε) N (fun S => occ i S * occ j S)) * hu i
    + Real.exp (β * ε i) * (avg (boltzmann β ε) N (fun S => occ i S * occ j S)
        - avg (boltzmann β ε) N (occ i)) * hu j

end

end CanonicalFermiRecursion
```

```lean
#print axioms CanonicalFermiRecursion.canonical_pair_occupation
-- 'CanonicalFermiRecursion.canonical_pair_occupation' depends on axioms: [propext, Classical.choice, Quot.sound]
#print axioms CanonicalFermiRecursion.thermal_pair_occupation
-- 'CanonicalFermiRecursion.thermal_pair_occupation' depends on axioms: [propext, Classical.choice, Quot.sound]
```

## From mean occupations to fluctuations in a canonical code

A program for noninteracting fermions at fixed $N\ge1$ can build the partition function level by level and obtain the means from

$$\langle n_i\rangle=\frac{x_i\,Z_{N-1}^{(i)}}{Z_N},$$

where $Z_{N-1}^{(i)}$ is the partition function of $N-1$ particles with level $i$ removed. For each pair of levels with different weights, the pair occupation then costs a few arithmetic operations. These values enter, for example, the energy variance at fixed level energies,

$$\sum_{i,j}\varepsilon_i\varepsilon_j\big(\langle n_in_j\rangle-\langle n_i\rangle\langle n_j\rangle\big),$$

where the diagonal terms use $n_i^2=n_i$.

Nearly degenerate levels need care, because numerator and denominator are then both small differences and digits are lost. Relative accuracy also suffers when both levels are almost empty, because the two terms of the numerator then nearly cancel even if the weights are well separated. For these pairs, and for exactly degenerate ones, the code can use

$$\langle n_in_j\rangle=\frac{x_ix_j\,Z_{N-2}^{(i,j)}}{Z_N}\qquad(i\ne j,\ N\ge2),$$

with both levels removed from the partition function in the numerator. For $N\ge1$, the sum rule $\sum_{j\neq i}\langle n_in_j\rangle=(N-1)\langle n_i\rangle$ provides a check on the resulting table.
